# Characteristic polynomial of the field-strength tensor and the Lorentz invariants of E and B

## Question

A formal statement about the invariants of the electromagnetic field has to decide first what the transformed fields $\mathbf E'$, $\mathbf B'$ are. I would like them computed from the transformed tensor, with no transformation law for $\mathbf E$ and $\mathbf B$ put in by hand. The physical claim is this. For real $\mathbf E$ and $\mathbf B$, in units with $c=1$ in which both have the same dimension, the mixed field-strength matrix $F^\mu{}_\nu$ has characteristic polynomial $x^4 + (\mathbf B\cdot\mathbf B - \mathbf E\cdot\mathbf E)\,x^2 - (\mathbf E\cdot\mathbf B)^2$, and therefore $\mathbf B\cdot\mathbf B - \mathbf E\cdot\mathbf E$ and $(\mathbf E\cdot\mathbf B)^2$ are unchanged when $F^{\mu\nu}$ is transformed by any matrix that preserves the Minkowski metric. How can this be stated and proved in Lean 4 with Mathlib?

## Answer

### Modelling choices

The transformed fields are defined as entries of a matrix. Two maps, `electric` and `magnetic`, read three numbers each off an arbitrary real $4\times4$ matrix $F$:
$$\mathbf E = (F^{10}, F^{20}, F^{30}), \qquad \mathbf B = (F^{32}, F^{13}, F^{21}).$$
Applied to the transformed tensor they give $\mathbf E'$ and $\mathbf B'$.

Spacetime indices run over $0,1,2,3$ with $0$ the time index. A three-vector is a function `Fin 3 → ℝ`, so its $x,y,z$ components are $E_0, E_1, E_2$, and $E_i$ sits at spacetime index $i+1$. The dot product is `⬝ᵥ`. Units have $c=1$, with $\mathbf E$ and $\mathbf B$ of the same dimension. The metric `eta` is $\eta = \mathrm{diag}(1,-1,-1,-1)$, and `fieldTensor E B` is the tensor with both indices up,
$$F = \begin{pmatrix} 0 & -E_0 & -E_1 & -E_2\\ E_0 & 0 & -B_2 & B_1\\ E_1 & B_2 & 0 & -B_0\\ E_2 & -B_1 & B_0 & 0\end{pmatrix}.$$
Lowering the second index is multiplication by $\eta$ from the right, so `mixed F` is $M = F\eta$. A real $4\times 4$ matrix $\Lambda$, called `L` in the code, acts by $F'^{\mu\nu} = \Lambda^\mu{}_\rho \Lambda^\nu{}_\sigma F^{\rho\sigma}$, which is `transform L F`, the product $F' = \Lambda F\Lambda^T$. The condition `IsLorentz L` is $\Lambda^T\eta\Lambda = \eta$ and nothing more. It admits reflections of space and time as well as rotations and boosts, and invertibility of $\Lambda$ is derived from it. For the time reflection $\mathrm{diag}(-1,1,1,1)$ the tensor rule gives $\mathbf E' = -\mathbf E$, $\mathbf B' = \mathbf B$. The usual physical time reversal, $\mathbf E' = \mathbf E$, $\mathbf B' = -\mathbf B$, differs from this by an overall sign of $F$, which changes neither invariant.

### Derivation by hand

*Step 1: the characteristic polynomial.* Multiplying by $\eta$ reverses the sign of columns $1,2,3$ of $F$. For real $t$,
$$t\mathbb 1 - M = \begin{pmatrix} t & -E_0 & -E_1 & -E_2\\ -E_0 & t & -B_2 & B_1\\ -E_1 & B_2 & t & -B_0\\ -E_2 & -B_1 & B_0 & t\end{pmatrix} = \begin{pmatrix} t & -\mathbf E^T\\ -\mathbf E & N\end{pmatrix}, \qquad N = t\mathbb 1 + K,$$
where $K$ is the antisymmetric $3\times3$ matrix with $K\mathbf v = \mathbf B\times\mathbf v$. It obeys $K\mathbf B = 0$ and $K^2 = \mathbf B\mathbf B^T - (\mathbf B\cdot\mathbf B)\mathbb 1$. Expanding the determinant along the first row, and the last three minors along their first column, gives
$$\det(t\mathbb 1 - M) = t\det N - \mathbf E^T \operatorname{adj}(N)\,\mathbf E,$$
with $\operatorname{adj}(N)$ the transposed matrix of cofactors. Direct evaluation gives $\det N = t^3 + t\,\mathbf B\cdot\mathbf B$ and $\operatorname{adj}(N) = t^2\mathbb 1 - tK + \mathbf B\mathbf B^T$; as a check, the two properties of $K$ give $N\operatorname{adj}(N) = (t^3 + t\,\mathbf B\cdot\mathbf B)\mathbb 1$. Since $K$ is antisymmetric, $\mathbf E^T K\mathbf E = 0$, and
$$\det(t\mathbb 1 - M) = t^4 + (\mathbf B\cdot\mathbf B - \mathbf E\cdot\mathbf E)\,t^2 - (\mathbf E\cdot\mathbf B)^2 .$$

*Step 2: antisymmetric matrices are field tensors.* If $G^T = -G$, the diagonal of $G$ vanishes and the six entries read by `electric` and `magnetic` fix the other six off-diagonal entries. So $G$ is the field tensor built from its own $\mathbf E$ and $\mathbf B$.

*Step 3: the mixed tensor transforms by similarity.* Put $\tilde\Lambda = \eta\Lambda^T\eta$. From $\eta^2 = \mathbb 1$ and the metric condition, $\tilde\Lambda\Lambda = \eta(\Lambda^T\eta\Lambda) = \eta^2 = \mathbb 1$. Inserting $\eta^2$ after $F$,
$$F'\eta = \Lambda F\,\eta\eta\,\Lambda^T\eta = \Lambda\,(M\tilde\Lambda).$$
For square matrices $A$ and $D$ of equal size the products $AD$ and $DA$ have the same characteristic polynomial. Hence $F'\eta$ has the characteristic polynomial of $M\tilde\Lambda\Lambda = M$.

*Step 4: the invariants.* The transformed tensor is antisymmetric, because $(\Lambda F\Lambda^T)^T = \Lambda F^T\Lambda^T = -F'$. By step 2 it is the field tensor of $\mathbf E',\mathbf B'$, so step 1 applies to it. Write $a = \mathbf B\cdot\mathbf B - \mathbf E\cdot\mathbf E$ and $b = (\mathbf E\cdot\mathbf B)^2$, with $a', b'$ for the primed fields. Step 3 says $x^4 + a'x^2 - b' = x^4 + ax^2 - b$. At $x = 0$ this gives $b' = b$. At $x=1$ it gives $1 + a' - b' = 1 + a - b$, so $a' = a$.

*Step 5: the sign of $\mathbf E\cdot\mathbf B$.* Let $\varepsilon_{\mu\nu\rho\sigma}$ be the permutation symbol with $\varepsilon_{0123} = 1$. For the matrix $F$ above,
$$\tfrac18\varepsilon_{\mu\nu\rho\sigma}F^{\mu\nu}F^{\rho\sigma} = F^{01}F^{23} - F^{02}F^{13} + F^{03}F^{12} = \mathbf E\cdot\mathbf B .$$
Contracting $\varepsilon$ with four factors of $\Lambda$ returns $\det\Lambda$ times $\varepsilon$, so $\mathbf E'\cdot\mathbf B' = \det\Lambda\;\mathbf E\cdot\mathbf B$ for any matrix $\Lambda$. Spatial inversion $P = \mathrm{diag}(1,-1,-1,-1)$ satisfies $P^T\eta P = \eta$ and $\det P = -1$, so it reverses $\mathbf E\cdot\mathbf B$. For fields with $\mathbf E\cdot\mathbf B \neq 0$ the product itself therefore changes under a metric-preserving matrix, while its square stays fixed.

*Step 6: a boost.* For rapidity $\varphi$ put $C = \cosh\varphi$ and $S = \sinh\varphi$, and let $\Lambda$ have the block $\begin{pmatrix} C & -S\\ -S & C\end{pmatrix}$ on indices $0,1$ and the identity on $2,3$. The entries $00$, $01$, $11$ of $\Lambda^T\eta\Lambda$ are $C^2 - S^2 = 1$, $-CS + SC = 0$ and $S^2 - C^2 = -1$, and the rest agree with $\eta$ at once. The fields are
$$\begin{aligned} E'_0 &= C^2F^{10} + S^2F^{01} = E_0, & B'_0 &= F^{32} = B_0,\\ E'_1 &= CF^{20} - SF^{21} = CE_1 - SB_2, & B'_1 &= CF^{13} - SF^{03} = CB_1 + SE_2,\\ E'_2 &= CF^{30} - SF^{31} = CE_2 + SB_1, & B'_2 &= CF^{21} - SF^{20} = CB_2 - SE_1. \end{aligned}$$

### The Lean file

```lean
import Mathlib

open Matrix Polynomial

namespace FieldStrengthInvariants

noncomputable section

/-- The Minkowski metric with signature (+,-,-,-). -/
def eta : Matrix (Fin 4) (Fin 4) ℝ :=
  !![1, 0, 0, 0; 0, -1, 0, 0; 0, 0, -1, 0; 0, 0, 0, -1]

/-- The contravariant field-strength tensor: the antisymmetric matrix with `F^{(i+1)0} = E i` and `F^{(i+1)(j+1)} = -ε_{ijk} B k` for spatial indices `i, j, k` in `Fin 3`. -/
def fieldTensor (E B : Fin 3 → ℝ) : Matrix (Fin 4) (Fin 4) ℝ :=
  !![0, -E 0, -E 1, -E 2; E 0, 0, -B 2, B 1; E 1, B 2, 0, -B 0; E 2, -B 1, B 0, 0]

/-- The mixed tensor `F^μ_ν = F^{μρ} η_{ρν}`. -/
def mixed (F : Matrix (Fin 4) (Fin 4) ℝ) : Matrix (Fin 4) (Fin 4) ℝ := F * eta

/-- The electric field read off a contravariant tensor, `E = (F^{10}, F^{20}, F^{30})`. -/
def electric (F : Matrix (Fin 4) (Fin 4) ℝ) : Fin 3 → ℝ := ![F 1 0, F 2 0, F 3 0]

/-- The magnetic field read off a contravariant tensor, `B = (F^{32}, F^{13}, F^{21})`. -/
def magnetic (F : Matrix (Fin 4) (Fin 4) ℝ) : Fin 3 → ℝ := ![F 3 2, F 1 3, F 2 1]

/-- The transformed tensor `F'^{μν} = Λ^μ_ρ Λ^ν_σ F^{ρσ}`. -/
def transform (L F : Matrix (Fin 4) (Fin 4) ℝ) : Matrix (Fin 4) (Fin 4) ℝ := L * F * Lᵀ

/-- A matrix preserves the Minkowski metric: `Λᵀ η Λ = η`. -/
def IsLorentz (L : Matrix (Fin 4) (Fin 4) ℝ) : Prop := Lᵀ * eta * L = eta

/-- The boost along the first spatial axis with rapidity `φ`. -/
def boostX (φ : ℝ) : Matrix (Fin 4) (Fin 4) ℝ :=
  !![Real.cosh φ, -Real.sinh φ, 0, 0; -Real.sinh φ, Real.cosh φ, 0, 0;
    0, 0, 1, 0; 0, 0, 0, 1]

/-- Spatial inversion `(t, x) ↦ (t, -x)`. -/
def parity : Matrix (Fin 4) (Fin 4) ℝ :=
  !![1, 0, 0, 0; 0, -1, 0, 0; 0, 0, -1, 0; 0, 0, 0, -1]

/-- The determinant of a 4×4 matrix, expanded along its first row. -/
theorem det_four (A : Matrix (Fin 4) (Fin 4) ℝ) :
    A.det =
      A 0 0 * (A 1 1 * A 2 2 * A 3 3 - A 1 1 * A 2 3 * A 3 2 - A 1 2 * A 2 1 * A 3 3
        + A 1 2 * A 2 3 * A 3 1 + A 1 3 * A 2 1 * A 3 2 - A 1 3 * A 2 2 * A 3 1)
      - A 0 1 * (A 1 0 * A 2 2 * A 3 3 - A 1 0 * A 2 3 * A 3 2 - A 1 2 * A 2 0 * A 3 3
        + A 1 2 * A 2 3 * A 3 0 + A 1 3 * A 2 0 * A 3 2 - A 1 3 * A 2 2 * A 3 0)
      + A 0 2 * (A 1 0 * A 2 1 * A 3 3 - A 1 0 * A 2 3 * A 3 1 - A 1 1 * A 2 0 * A 3 3
        + A 1 1 * A 2 3 * A 3 0 + A 1 3 * A 2 0 * A 3 1 - A 1 3 * A 2 1 * A 3 0)
      - A 0 3 * (A 1 0 * A 2 1 * A 3 2 - A 1 0 * A 2 2 * A 3 1 - A 1 1 * A 2 0 * A 3 2
        + A 1 1 * A 2 2 * A 3 0 + A 1 2 * A 2 0 * A 3 1 - A 1 2 * A 2 1 * A 3 0) := by
  rw [Matrix.det_succ_row_zero, Fin.sum_univ_four]
  simp [Matrix.det_fin_three, Matrix.submatrix_apply, Fin.succAbove]
  ring

/-- The mixed field-strength matrix has characteristic polynomial
`x⁴ + (B·B - E·E) x² - (E·B)²`. -/
theorem charpoly_mixed_fieldTensor (E B : Fin 3 → ℝ) :
    (mixed (fieldTensor E B)).charpoly =
      X ^ 4 + C (B ⬝ᵥ B - E ⬝ᵥ E) * X ^ 2 - C ((E ⬝ᵥ B) ^ 2) := by
  apply Polynomial.funext
  intro t
  -- the matrix `t - F^μ_ν` written out
  have h : Matrix.scalar (Fin 4) t - mixed (fieldTensor E B) =
      !![t, -E 0, -E 1, -E 2; -E 0, t, -B 2, B 1; -E 1, B 2, t, -B 0; -E 2, -B 1, B 0, t] := by
    ext i j
    fin_cases i <;> fin_cases j <;>
      simp [mixed, eta, fieldTensor,
        Matrix.scalar_apply]
  rw [Matrix.eval_charpoly, h, det_four]
  simp only [eval_add, eval_sub, eval_mul, eval_pow, eval_X, eval_C]
  simp [dotProduct, Fin.sum_univ_three]
  ring

/-- Every antisymmetric tensor is the field-strength tensor of the electric and magnetic
fields read off from it. -/
theorem fieldTensor_electric_magnetic (F : Matrix (Fin 4) (Fin 4) ℝ) (hF : Fᵀ = -F) :
    fieldTensor (electric F) (magnetic F) = F := by
  have h : ∀ i j, F j i = -F i j := fun i j => congrFun (congrFun hF i) j
  ext i j
  fin_cases i <;> fin_cases j <;> simp [fieldTensor, electric, magnetic] <;>
    linarith [h 0 0, h 1 1, h 2 2, h 3 3, h 0 1, h 0 2, h 0 3, h 1 2, h 1 3, h 2 3]

/-- Transforming a contravariant tensor by a metric-preserving matrix leaves the
characteristic polynomial of the mixed tensor unchanged. -/
theorem charpoly_mixed_transform (L F : Matrix (Fin 4) (Fin 4) ℝ) (hL : IsLorentz L) :
    (mixed (transform L F)).charpoly = (mixed F).charpoly := by
  have hη : eta * eta = 1 := by
    ext i j
    fin_cases i <;> fin_cases j <;> simp [eta, Matrix.mul_apply, Fin.sum_univ_four]
  -- `η Λᵀ η` is the inverse of `Λ`
  have hinv : eta * Lᵀ * eta * L = 1 := by
    calc eta * Lᵀ * eta * L = eta * (Lᵀ * eta * L) := by simp only [Matrix.mul_assoc]
      _ = 1 := by rw [hL, hη]
  -- the mixed tensor transforms by similarity
  have hsim : mixed (transform L F) = L * (mixed F * (eta * Lᵀ * eta)) := by
    calc mixed (transform L F) = L * F * (eta * eta) * Lᵀ * eta := by
          rw [hη, Matrix.mul_one]
          rfl
      _ = L * (mixed F * (eta * Lᵀ * eta)) := by simp only [mixed, Matrix.mul_assoc]
  rw [hsim, Matrix.charpoly_mul_comm L (mixed F * (eta * Lᵀ * eta)),
    Matrix.mul_assoc (mixed F), hinv, Matrix.mul_one]

/-- If `E'`, `B'` are the fields of the tensor transformed by a metric-preserving matrix, then
`B'·B' - E'·E' = B·B - E·E` and `(E'·B')² = (E·B)²`. -/
theorem field_invariants (L : Matrix (Fin 4) (Fin 4) ℝ) (hL : IsLorentz L)
    (E B : Fin 3 → ℝ) :
    let E' := electric (transform L (fieldTensor E B))
    let B' := magnetic (transform L (fieldTensor E B))
    B' ⬝ᵥ B' - E' ⬝ᵥ E' = B ⬝ᵥ B - E ⬝ᵥ E ∧ (E' ⬝ᵥ B') ^ 2 = (E ⬝ᵥ B) ^ 2 := by
  intro E' B'
  have hF : (fieldTensor E B)ᵀ = -fieldTensor E B := by
    ext i j
    fin_cases i <;> fin_cases j <;> simp [fieldTensor]
  -- antisymmetry survives the transformation
  have hF' : (transform L (fieldTensor E B))ᵀ = -transform L (fieldTensor E B) := by
    simp [transform, Matrix.transpose_mul, hF, Matrix.mul_assoc]
  have hrec : fieldTensor E' B' = transform L (fieldTensor E B) :=
    fieldTensor_electric_magnetic _ hF'
  have h := charpoly_mixed_transform L (fieldTensor E B) hL
  rw [← hrec, charpoly_mixed_fieldTensor, charpoly_mixed_fieldTensor] at h
  -- compare the two quartics at `x = 0` and `x = 1`
  have h0 := congrArg (Polynomial.eval 0) h
  have h1 := congrArg (Polynomial.eval 1) h
  simp only [eval_add, eval_sub, eval_mul, eval_pow, eval_X, eval_C] at h0 h1
  constructor <;> linarith

/-- For any matrix `Λ`, the fields of the transformed tensor obey `E'·B' = det Λ (E·B)`. -/
theorem electric_dot_magnetic_transform (L : Matrix (Fin 4) (Fin 4) ℝ) (E B : Fin 3 → ℝ) :
    electric (transform L (fieldTensor E B)) ⬝ᵥ magnetic (transform L (fieldTensor E B)) =
      L.det * (E ⬝ᵥ B) := by
  rw [det_four]
  simp only [dotProduct, Fin.sum_univ_three]
  simp [electric, magnetic, transform, Matrix.mul_apply, Fin.sum_univ_four, fieldTensor]
  ring

/-- Spatial inversion preserves the metric and reverses the sign of `E·B`. -/
theorem parity_flips_dot (E B : Fin 3 → ℝ) :
    IsLorentz parity ∧
      electric (transform parity (fieldTensor E B)) ⬝ᵥ
        magnetic (transform parity (fieldTensor E B)) = -(E ⬝ᵥ B) := by
  constructor
  · unfold IsLorentz
    ext i j
    fin_cases i <;> fin_cases j <;>
      simp [parity, eta, Matrix.mul_apply, Fin.sum_univ_four]
  · have hd : parity.det = -1 := by
      rw [det_four]
      simp [parity]
    rw [electric_dot_magnetic_transform, hd]
    ring

/-- The boost of rapidity `φ` along the first axis preserves the metric, keeps the
longitudinal fields and mixes the transverse components of `E` and `B` as displayed. -/
theorem isLorentz_witness (φ : ℝ) (E B : Fin 3 → ℝ) :
    IsLorentz (boostX φ) ∧
      electric (transform (boostX φ) (fieldTensor E B)) =
        ![E 0, Real.cosh φ * E 1 - Real.sinh φ * B 2, Real.cosh φ * E 2 + Real.sinh φ * B 1] ∧
      magnetic (transform (boostX φ) (fieldTensor E B)) =
        ![B 0, Real.cosh φ * B 1 + Real.sinh φ * E 2, Real.cosh φ * B 2 - Real.sinh φ * E 1] := by
  have h := Real.cosh_sq_sub_sinh_sq φ
  refine ⟨?_, ?_, ?_⟩
  · unfold IsLorentz
    ext i j
    fin_cases i <;> fin_cases j <;>
      simp [boostX, eta, Matrix.mul_apply, Fin.sum_univ_four] <;>
      first | ring1 | linear_combination h | linear_combination -h
  · ext i
    fin_cases i <;>
      simp [electric, transform, boostX, fieldTensor, Matrix.mul_apply, Fin.sum_univ_four] <;>
      first | ring1 | linear_combination (E 0) * h
  · ext i
    fin_cases i <;>
      simp [magnetic, transform, boostX, fieldTensor, Matrix.mul_apply, Fin.sum_univ_four] <;>
      ring1

end

end FieldStrengthInvariants
```

```lean
#print axioms FieldStrengthInvariants.charpoly_mixed_fieldTensor
#print axioms FieldStrengthInvariants.field_invariants
#print axioms FieldStrengthInvariants.parity_flips_dot
```

```
'FieldStrengthInvariants.charpoly_mixed_fieldTensor' depends on axioms: [propext, Classical.choice, Quot.sound]
'FieldStrengthInvariants.field_invariants' depends on axioms: [propext, Classical.choice, Quot.sound]
'FieldStrengthInvariants.parity_flips_dot' depends on axioms: [propext, Classical.choice, Quot.sound]
```

### Reading the statements and proofs

`det_four` is the expansion of a general $4\times4$ determinant along its first row, obtained from `Matrix.det_succ_row_zero` with `Matrix.det_fin_three` for the four minors.

`charpoly_mixed_fieldTensor` is step 1 as an equality of polynomials over $\mathbb R$, for all real `E` and `B`. Here `X` is the indeterminate and `C` turns a number into a constant polynomial. `Polynomial.funext` reduces the equality to equal values at every real `t`, and `Matrix.eval_charpoly` identifies the value with $\det(t\mathbb 1 - M)$. The equation `h` writes out the matrix displayed in step 1. The proof does not pass through $\operatorname{adj}(N)$: it inserts the sixteen entries into `det_four` and lets `ring` collect the terms.

`fieldTensor_electric_magnetic` is step 2 under the hypothesis `Fᵀ = -F`. The six entries read by `electric` and `magnetic` agree by definition and are closed by `simp`; the other ten follow by `linarith` from the four diagonal and six off-diagonal antisymmetry relations.

`charpoly_mixed_transform` is step 3, and it holds for an arbitrary matrix `F`, antisymmetric or not. In its proof `hη` is $\eta^2 = \mathbb 1$, `hinv` is $\tilde\Lambda\Lambda = \mathbb 1$, and `hsim` is $F'\eta = \Lambda(M\tilde\Lambda)$. `Matrix.charpoly_mul_comm` moves $\Lambda$ from the left end to the right end, where `hinv` cancels it. Only the left inverse is used.

`field_invariants` is the main statement. For every `L` with `IsLorentz L` and all real `E`, `B`, the two `let` lines name the fields read off the transformed tensor, and the conclusion is $a' = a$ together with $b' = b$. The proof follows step 4. `hF` and `hF'` are antisymmetry before and after the transformation, and `hrec` rewrites $F'$ as the field tensor of `E'`, `B'`. Then `h0` and `h1` are the two quartics evaluated at $0$ and $1$, which `linarith` solves.

`electric_dot_magnetic_transform` is the determinant law of step 5, with no hypothesis on `L`. In place of the $\varepsilon$ contraction it expands both sides as polynomials in the sixteen entries of $\Lambda$ and the six field components and closes with `ring`. `parity_flips_dot` checks the metric condition for `parity` entry by entry and inserts the determinant $-1$, which is `hd`, into that law. `isLorentz_witness` is step 6 for `boostX φ` at every real rapidity. The identity $\cosh^2\varphi - \sinh^2\varphi = 1$ enters through `linear_combination` in the metric condition and in $E'_0$; the other field components are plain polynomial identities.

### Remarks

The tensor is a single matrix of real numbers, the field at one spacetime point or a uniform constant field. Dependence on position, the accompanying change of coordinates, and Maxwell's equations do not appear. No four-potential is introduced either, so gauge transformations play no part in the theorems, and $F$ is taken as given. Whether the field has further invariants under all metric-preserving matrices is not addressed.

In quantum electrodynamics the Maxwell Lagrangian density is $-a/2$ in rationalised units and the effective Lagrangian of a constant background field is written in terms of $a$ and $b$; the theorems give the frame independence of these two numbers for real classical fields at a point, and operator-valued fields are not treated.
